# One independent draw per stratum lowers the variance of a walker average by $\sum_k (m_k-m)^2/N^2$ relative to independent draws from the mixture

In diffusion Monte Carlo, reconfiguration replaces a weighted population by $N$ walkers of equal weight. If the new walkers are drawn independently from the normalised weights $p$, a heavy walker may be missed and a light one copied several times. The average of an observable that varies between walkers then generally picks up noise that has nothing to do with the physics. Stratified reconfiguration makes one draw from each of $N$ distributions $q_k$ whose average is $p$, each draw independent of the others. This leaves the mean unchanged and lowers the variance by the amount in the title, where $m_k$ and $m$ are the means of the observable under $q_k$ and $p$. The gain may be zero.

## Independent draws from a fixed population

The old walkers are labelled by a finite type `ι`, and the strata by $k=0,\dots,N-1$, the elements of `Fin N`.

```lean
import Mathlib

namespace StratifiedReconfiguration

noncomputable section

variable {ι : Type*} [Fintype ι] {N M : ℕ}
```

An observable, for instance the local energy, takes the real value $f_i$ on walker $i$. Its mean under weights $p$ is $m=\sum_i p_i f_i$.

```lean
/-- The mean of `f` under the weights `p` on a finite set of walkers. -/
def mean (p f : ι → ℝ) : ℝ := ∑ i, p i * f i
```

An outcome is a configuration $x$, where $x_k$ is the walker chosen in draw $k$. Independence means that its weight is a product:
$$E_q[F]=\sum_x \Big(\prod_k q_k(x_k)\Big)F(x).$$

```lean
/-- The expectation of `F` over independent draws, the `k`-th one made with weights `q k`. -/
def expect (q : Fin N → ι → ℝ) (F : (Fin N → ι) → ℝ) : ℝ :=
  ∑ x, (∏ k, q k (x k)) * F x
```

The variance is $E_q[(F-E_q[F])^2]$. It is taken over the draws alone, with the old population held fixed.

```lean
/-- The variance of `F` over independent draws, the `k`-th one made with weights `q k`. -/
def variance (q : Fin N → ι → ℝ) (F : (Fin N → ι) → ℝ) : ℝ :=
  expect q (fun x => (F x - expect q F) ^ 2)
```

The quantity of interest is $\bar f(x)=\frac1N\sum_k f_{x_k}$, the average after reconfiguration.

```lean
/-- The average of `f` over the `N` drawn walkers, for `N ≥ 1`. -/
def sampleAvg (f : ι → ℝ) (x : Fin N → ι) : ℝ := (∑ k, f (x k)) / N
```

## Different draws are uncorrelated

Expanding a product of sums gives one term per configuration, so
$$E_q\Big[\prod_k g_k(x_k)\Big]=\prod_k\sum_i q_k(i)\,g_k(i).$$

```lean
/-- For independent draws the expectation of a product of one-draw functions factorises. -/
theorem expect_prod (q g : Fin N → ι → ℝ) :
    expect q (fun x => ∏ k, g k (x k)) = ∏ k, mean (q k) (g k) := by
  unfold expect mean
  rw [Finset.prod_univ_sum, Fintype.piFinset_univ]
  exact Finset.sum_congr rfl fun x _ => Finset.prod_mul_distrib.symm
```

Expectation is also linear, which follows from exchanging two finite sums.

```lean
/-- The expectation is linear: it passes through finite sums and a common divisor. -/
theorem expect_sum_div {α : Type*} [Fintype α] (q : Fin N → ι → ℝ)
    (F : α → (Fin N → ι) → ℝ) (c : ℝ) :
    expect q (fun x => (∑ a, F a x) / c) = (∑ a, expect q (F a)) / c := by
  simp only [expect, ← mul_div_assoc, ← Finset.sum_div, Finset.mul_sum]
  rw [Finset.sum_comm]
```

Set every factor except the $k$-th to 1. The other draws contribute $\sum_i q_j(i)=1$, which leaves $E_q[g(x_k)]=\sum_i q_k(i)g(i)$.

```lean
/-- With normalised weights, a function of the `k`-th draw alone has its mean under `q k`. -/
theorem expect_single (q : Fin N → ι → ℝ) (hq : ∀ k, ∑ i, q k i = 1)
    (k : Fin N) (g : ι → ℝ) : expect q (fun x => g (x k)) = mean (q k) g := by
  have h := expect_prod q (fun j i => if j = k then g i else 1)
  have h1 : ∀ x : Fin N → ι, (∏ j, if j = k then g (x j) else 1) = g (x k) :=
    fun x => by simp
  simp only [h1] at h
  rw [h, Finset.prod_eq_single k]
  · simp
  · intro j _ hj
    simp [mean, hj, hq]
  · simp
```

For $k\ne l$, put $g$ in factor $k$ and $u$ in factor $l$. If $g$ has mean zero under $q_k$, the product contains a zero, so $E_q[g(x_k)u(x_l)]=0$.

```lean
/-- For two different draws `k` and `l`, the expectation of `g (x k) * u (x l)` vanishes when `g`
has mean zero under `q k`. -/
theorem expect_cross (q : Fin N → ι → ℝ) {k l : Fin N} (hkl : k ≠ l) {g : ι → ℝ}
    (hg : mean (q k) g = 0) (u : ι → ℝ) :
    expect q (fun x => g (x k) * u (x l)) = 0 := by
  have h := expect_prod q
    (fun j i => (if j = k then g i else 1) * (if j = l then u i else 1))
  have h1 : ∀ x : Fin N → ι, (∏ j, ((if j = k then g (x j) else 1) *
      (if j = l then u (x j) else 1))) = g (x k) * u (x l) := fun x => by
    rw [Finset.prod_mul_distrib]
    simp
  simp only [h1] at h
  rw [h]
  exact Finset.prod_eq_zero (Finset.mem_univ k) (by simpa [hkl] using hg)
```

## Only the variances within the strata remain

Write $m_k=\sum_i q_k(i)f_i$. Linearity and the one-draw formula give $E_q[\bar f]=\frac1N\sum_k m_k$.

```lean
/-- With normalised weights, the sample average has as its mean the average of the
stratum means. -/
theorem expect_sampleAvg (q : Fin N → ι → ℝ) (hq : ∀ k, ∑ i, q k i = 1) (f : ι → ℝ) :
    expect q (sampleAvg f) = (∑ k, mean (q k) f) / N := by
  calc expect q (sampleAvg f) = (∑ k, expect q (fun x => f (x k))) / N :=
        expect_sum_div q (fun k x => f (x k)) N
    _ = _ := by rw [Finset.sum_congr rfl fun k _ => expect_single q hq k f]
```

Now centre the observable in each stratum: $g_k(i)=f_i-m_k$. Then
$$(\bar f-E_q[\bar f])^2=\frac1{N^2}\sum_{k,l}g_k(x_k)\,g_l(x_l).$$
The terms with $k\neq l$ average to zero, and the diagonal gives
$$\mathrm{Var}_q(\bar f)=\frac1{N^2}\sum_k\sum_i q_k(i)(f_i-m_k)^2.$$
In Lean the double sum runs over pairs in `Fin N × Fin N`, and `Finset.sum_eq_single k` keeps the diagonal.

```lean
/-- With normalised weights, the variance of the sample average is the sum of the
variances within the strata, divided by `N ^ 2`. -/
theorem variance_sampleAvg (q : Fin N → ι → ℝ) (hq : ∀ k, ∑ i, q k i = 1) (f : ι → ℝ) :
    variance q (sampleAvg f) =
      (∑ k, mean (q k) (fun i => (f i - mean (q k) f) ^ 2)) / (N : ℝ) ^ 2 := by
  -- centre `f` within each stratum
  obtain ⟨g, hgdef⟩ : ∃ g : Fin N → ι → ℝ, ∀ k i, g k i = f i - mean (q k) f :=
    ⟨_, fun _ _ => rfl⟩
  have hg : ∀ k, mean (q k) (g k) = 0 := by
    intro k
    unfold mean
    simp only [hgdef, mul_sub, Finset.sum_sub_distrib, ← Finset.sum_mul, hq, one_mul]
    exact sub_self _
  have hsq : ∀ x, (sampleAvg f x - expect q (sampleAvg f)) ^ 2 =
      (∑ a : Fin N × Fin N, g a.1 (x a.1) * g a.2 (x a.2)) / (N : ℝ) ^ 2 := by
    intro x
    have h2 : ∑ k, g k (x k) = ∑ k, f (x k) - ∑ k, mean (q k) f := by
      simp only [hgdef, Finset.sum_sub_distrib]
    have h3 : ∑ k, ∑ l, g k (x k) * g l (x l) = (∑ k, g k (x k)) ^ 2 := by
      rw [sq, Finset.sum_mul_sum]
    simp only [Fintype.sum_prod_type]
    rw [h3, h2, expect_sampleAvg q hq, sampleAvg]
    ring
  have hlin := expect_sum_div (α := Fin N × Fin N) q
    (fun (a : Fin N × Fin N) (x : Fin N → ι) => g a.1 (x a.1) * g a.2 (x a.2))
    ((N : ℝ) ^ 2)
  calc variance q (sampleAvg f)
      = expect q (fun x => (∑ a : Fin N × Fin N, g a.1 (x a.1) * g a.2 (x a.2)) /
          (N : ℝ) ^ 2) := congrArg (expect q) (funext hsq)
    _ = (∑ a : Fin N × Fin N, expect q (fun x => g a.1 (x a.1) * g a.2 (x a.2))) /
          (N : ℝ) ^ 2 := hlin
    _ = _ := by
      simp only [Fintype.sum_prod_type]
      congr 1
      refine Finset.sum_congr rfl fun k _ => ?_
      -- only the diagonal terms survive
      rw [Finset.sum_eq_single k]
      · exact (expect_single q hq k (fun i => g k i * g k i)).trans
          (by simp only [hgdef, sq])
      · intro l _ hl
        exact expect_cross q (Ne.symm hl) (hg k) (g l)
      · simp
```

## The exact gain

The hypothesis `hp`, $\sum_k q_k(i)=Np_i$, says that $p$ is the average of the strata. For every function $g$ it gives $\sum_k\langle g\rangle_{q_k}=N\langle g\rangle_p$ (`hsum`). Taking $g=1$ shows that $p$ is normalised, and $g=f$ gives $\sum_k m_k=Nm$, so both schemes have mean $m$. With $g=f^2$,
$$N^2\,\mathrm{Var}_q(\bar f)=N\langle f^2\rangle_p-\sum_k m_k^2,\qquad N^2\,\mathrm{Var}_p(\bar f)=N\langle f^2\rangle_p-Nm^2.$$
The difference is $\sum_k m_k^2-Nm^2=\sum_k(m_k-m)^2$, which is the expansion in `hdev`. The weights must be normalised, but their signs are not used; for non-negative weights they are probabilities.

```lean
/-- Let `p` be the average of `N ≥ 1` normalised weights `q k`. One draw from each `q k` and `N`
draws from `p` give sample averages with the same mean, that of `f` under `p`, and the stratified
variance is smaller by exactly `∑ (m_k - m)² / N²`, where `m_k` and `m` are the means of `f` under
`q k` and under `p`. -/
theorem stratified_variance (hN : 0 < N) (q : Fin N → ι → ℝ) (p : ι → ℝ)
    (hq : ∀ k, ∑ i, q k i = 1) (hp : ∀ i, ∑ k, q k i = N * p i) (f : ι → ℝ) :
    expect q (sampleAvg f) = mean p f ∧
    expect (fun _ : Fin N => p) (sampleAvg f) = mean p f ∧
    variance q (sampleAvg f) = variance (fun _ : Fin N => p) (sampleAvg f) -
      (∑ k, (mean (q k) f - mean p f) ^ 2) / (N : ℝ) ^ 2 := by
  have hN' : (N : ℝ) ≠ 0 := Nat.cast_ne_zero.mpr hN.ne'
  have hsum : ∀ g : ι → ℝ, ∑ k, mean (q k) g = N * mean p g := by
    intro g
    simp only [mean, Finset.mul_sum]
    rw [Finset.sum_comm]
    refine Finset.sum_congr rfl fun i _ => ?_
    rw [← Finset.sum_mul, hp]
    ring
  have hp1 : ∑ i, p i = 1 := by
    have h := hsum (fun _ => 1)
    simp only [mean, mul_one, hq, Finset.sum_const, Finset.card_univ, Fintype.card_fin,
      nsmul_eq_mul] at h
    exact mul_left_cancel₀ hN' (by linarith)
  -- variance as mean square minus squared mean
  have hvar : ∀ r : ι → ℝ, ∑ i, r i = 1 → mean r (fun i => (f i - mean r f) ^ 2) =
      mean r (fun i => f i ^ 2) - mean r f ^ 2 := by
    intro r hr
    have h : ∀ c, mean r (fun i => (f i - c) ^ 2) =
        mean r (fun i => f i ^ 2) - 2 * c * mean r f + c ^ 2 * ∑ i, r i := by
      intro c
      simp only [mean, Finset.mul_sum, ← Finset.sum_sub_distrib, ← Finset.sum_add_distrib]
      exact Finset.sum_congr rfl fun i _ => by ring
    rw [h, hr]
    ring
  have hdev : ∑ k, (mean (q k) f - mean p f) ^ 2 =
      ∑ k, mean (q k) f ^ 2 - 2 * mean p f * ∑ k, mean (q k) f + N * mean p f ^ 2 := by
    have hc : (N : ℝ) * mean p f ^ 2 = ∑ _k : Fin N, mean p f ^ 2 := by simp
    rw [hc, Finset.mul_sum, ← Finset.sum_sub_distrib, ← Finset.sum_add_distrib]
    exact Finset.sum_congr rfl fun k _ => by ring
  refine ⟨?_, ?_, ?_⟩
  · rw [expect_sampleAvg q hq, hsum, mul_div_cancel_left₀ _ hN']
  · rw [expect_sampleAvg _ (fun _ => hp1)]
    simp only [Finset.sum_const, Finset.card_univ, Fintype.card_fin, nsmul_eq_mul]
    exact mul_div_cancel_left₀ _ hN'
  · rw [variance_sampleAvg q hq, variance_sampleAvg _ (fun _ => hp1),
      Finset.sum_congr rfl fun k _ => hvar (q k) (hq k), Finset.sum_sub_distrib,
      hsum (fun i => f i ^ 2), hdev, hsum f]
    simp only [Finset.sum_const, Finset.card_univ, Fintype.card_fin, nsmul_eq_mul,
      hvar p hp1]
    ring
```

A sum of squares vanishes only if each term does. The variances therefore agree exactly when every $m_k=m$, as always happens for $N=1$.

```lean
/-- For normalised weights `q k` with average `p`, stratification leaves the variance
unchanged exactly when every stratum has the same mean of `f` as `p`. -/
theorem variance_eq_iff (q : Fin N → ι → ℝ) (p : ι → ℝ)
    (hq : ∀ k, ∑ i, q k i = 1) (hp : ∀ i, ∑ k, q k i = N * p i) (f : ι → ℝ) :
    variance q (sampleAvg f) = variance (fun _ : Fin N => p) (sampleAvg f) ↔
      ∀ k, mean (q k) f = mean p f := by
  rcases Nat.eq_zero_or_pos N with h0 | hN
  · subst h0
    exact ⟨fun _ k => k.elim0, fun _ => by rw [Subsingleton.elim q (fun _ => p)]⟩
  have hN' : (N : ℝ) ^ 2 ≠ 0 := pow_ne_zero 2 (Nat.cast_ne_zero.mpr hN.ne')
  rw [(stratified_variance hN q p hq hp f).2.2, sub_eq_self, div_eq_zero_iff,
    or_iff_left hN', Finset.sum_eq_zero_iff_of_nonneg (fun k _ => sq_nonneg _)]
  simp only [Finset.mem_univ, true_implies, sq_eq_zero_iff, sub_eq_zero]
```

## Cutting the line of walkers into cells

To construct suitable strata from $M$ old walkers, let $C_i=\sum_{j<i}p_j$.

```lean
/-- The total probability of the walkers that come before position `i`. -/
def cumulative (p : Fin M → ℝ) (i : ℕ) : ℝ := ∑ j : Fin M, if (j : ℕ) < i then p j else 0
```

Walker $i$ occupies the segment from $NC_i$ to $NC_{i+1}$, and $q_k(i)$ is the length of its overlap with the cell $[k,k+1]$. This is the probability that a uniform random point in the cell lands on walker $i$. The name `comb` often denotes a scheme with one random offset shared by all cells; here each cell has its own independent draw.

```lean
/-- The walkers are laid end to end on a line, walker `i` with length `N * p i`; its weight in
stratum `k` is the length of its overlap with the unit cell from `k` to `k + 1`. -/
def comb (N : ℕ) (p : Fin M → ℝ) (k : Fin N) (i : Fin M) : ℝ :=
  max 0 (min (N * cumulative p ((i : ℕ) + 1)) (((k : ℕ) : ℝ) + 1) -
    max (N * cumulative p (i : ℕ)) ((k : ℕ) : ℝ))
```

With $D_k(y)=\min(y,k+1)-\min(y,k)$, the overlap is $D_k(NC_{i+1})-D_k(NC_i)$ (`hov`). Summed over $i$ it telescopes to $D_k(N)-D_k(0)=1$. Since $\sum_k D_k(y)=y$ for $0\le y\le N$, summing over $k$ gives $N(C_{i+1}-C_i)=Np_i$.

```lean
/-- For a probability distribution `p` over walkers, the overlap weights of each cell form a
probability distribution, and over the `N` cells they add up to `N * p`. -/
theorem comb_strata (N : ℕ) (p : Fin M → ℝ) (hp0 : ∀ i, 0 ≤ p i) (hp1 : ∑ i, p i = 1) :
    (∀ k i, 0 ≤ comb N p k i) ∧ (∀ k, ∑ i, comb N p k i = 1) ∧
      ∀ i, ∑ k, comb N p k i = N * p i := by
  have hstep : ∀ i : Fin M, cumulative p ((i : ℕ) + 1) - cumulative p (i : ℕ) = p i := by
    intro i
    unfold cumulative
    rw [← Finset.sum_sub_distrib, Finset.sum_eq_single i]
    · rw [if_pos (Nat.lt_add_one (i : ℕ)), if_neg (lt_irrefl (i : ℕ)), sub_zero]
    · intro j _ hj
      have hne : (j : ℕ) ≠ i := fun h => hj (Fin.ext h)
      by_cases h : (j : ℕ) < i
      · have h' : (j : ℕ) < (i : ℕ) + 1 := by omega
        rw [if_pos h', if_pos h, sub_self]
      · have h' : ¬ (j : ℕ) < (i : ℕ) + 1 := by omega
        rw [if_neg h', if_neg h, sub_self]
    · simp
  have h0 : cumulative p 0 = 0 := by simp [cumulative]
  have hM : cumulative p M = 1 := by simp [cumulative, hp1]
  have hC0 : ∀ i, 0 ≤ cumulative p i := fun i => Finset.sum_nonneg fun j _ => by
    split_ifs
    exacts [hp0 j, le_rfl]
  have hC1 : ∀ i, cumulative p i ≤ 1 := fun i => by
    rw [← hp1]
    refine Finset.sum_le_sum fun j _ => ?_
    split_ifs
    exacts [le_rfl, hp0 j]
  have hNn : (0 : ℝ) ≤ N := Nat.cast_nonneg N
  -- an overlap length is a double difference, so both sums telescope
  have hov : ∀ (k : Fin N) (i : Fin M), comb N p k i =
      (min (N * cumulative p ((i : ℕ) + 1)) (((k : ℕ) : ℝ) + 1) -
        min (N * cumulative p ((i : ℕ) + 1)) ((k : ℕ) : ℝ)) -
      (min (N * cumulative p (i : ℕ)) (((k : ℕ) : ℝ) + 1) -
        min (N * cumulative p (i : ℕ)) ((k : ℕ) : ℝ)) := by
    intro k i
    have h : (N : ℝ) * cumulative p (i : ℕ) ≤ N * cumulative p ((i : ℕ) + 1) :=
      mul_le_mul_of_nonneg_left (by linarith [hstep i, hp0 i]) hNn
    unfold comb
    simp only [min_def, max_def]
    split_ifs <;> linarith
  have tel : ∀ (G : ℕ → ℝ) (n : ℕ),
      ∑ i : Fin n, (G ((i : ℕ) + 1) - G (i : ℕ)) = G n - G 0 := fun G n =>
    (Fin.sum_univ_eq_sum_range (fun j => G (j + 1) - G j) n).trans (Finset.sum_range_sub G n)
  refine ⟨fun k i => le_max_left _ _, fun k => ?_, fun i => ?_⟩
  · refine (Finset.sum_congr rfl fun i _ => hov k i).trans
      ((tel (fun n => min (N * cumulative p n) (((k : ℕ) : ℝ) + 1) -
        min (N * cumulative p n) ((k : ℕ) : ℝ)) M).trans ?_)
    have hk : ((k : ℕ) : ℝ) + 1 ≤ N := by exact_mod_cast k.isLt
    have hk' : ((k : ℕ) : ℝ) ≤ N := by linarith
    have hk0 : (0 : ℝ) ≤ ((k : ℕ) : ℝ) := Nat.cast_nonneg _
    have hk1 : (0 : ℝ) ≤ ((k : ℕ) : ℝ) + 1 := by linarith
    simp only [hM, h0, mul_one, mul_zero]
    rw [min_eq_right hk, min_eq_right hk', min_eq_left hk1, min_eq_left hk0]
    ring
  · have hx : ∀ x : ℝ, 0 ≤ x → x ≤ N →
        ∑ k : Fin N, (min x (((k : ℕ) : ℝ) + 1) - min x ((k : ℕ) : ℝ)) = x := by
      intro x hx0 hx1
      have h := tel (fun n => min x (n : ℝ)) N
      simp only [Nat.cast_add, Nat.cast_one, Nat.cast_zero, min_eq_left hx1,
        min_eq_right hx0, sub_zero] at h
      exact h
    rw [Finset.sum_congr rfl fun k _ => hov k i, Finset.sum_sub_distrib,
      hx _ (mul_nonneg hNn (hC0 _)) (mul_le_of_le_one_right hNn (hC1 _)),
      hx _ (mul_nonneg hNn (hC0 _)) (mul_le_of_le_one_right hNn (hC1 _)),
      ← mul_sub, hstep]
```

These are the hypotheses of the variance theorem. Averaged over the draws, the new walkers therefore reproduce the weighted mean of the old population, and the variance is at most that of $N$ independent draws from $p$.

```lean
/-- For a probability distribution `p` over walkers and `N ≥ 1`, stratified reconfiguration
with one draw per cell preserves the mean of `f`, and its variance is at most that of `N`
independent draws from `p`. -/
theorem comb_reconfiguration (hN : 0 < N) (p : Fin M → ℝ) (hp0 : ∀ i, 0 ≤ p i)
    (hp1 : ∑ i, p i = 1) (f : Fin M → ℝ) :
    expect (comb N p) (sampleAvg f) = mean p f ∧
    variance (comb N p) (sampleAvg f) ≤ variance (fun _ : Fin N => p) (sampleAvg f) := by
  obtain ⟨_, hq, hp⟩ := comb_strata N p hp0 hp1
  obtain ⟨h1, _, h3⟩ := stratified_variance hN (comb N p) p hq hp f
  refine ⟨h1, ?_⟩
  rw [h3]
  exact sub_le_self _ (div_nonneg (Finset.sum_nonneg fun k _ => sq_nonneg _) (sq_nonneg _))

end

end StratifiedReconfiguration
```

```lean
#print axioms StratifiedReconfiguration.stratified_variance
#print axioms StratifiedReconfiguration.variance_eq_iff
#print axioms StratifiedReconfiguration.comb_reconfiguration
```

```
'StratifiedReconfiguration.stratified_variance' depends on axioms: [propext, Classical.choice, Quot.sound]
'StratifiedReconfiguration.variance_eq_iff' depends on axioms: [propext, Classical.choice, Quot.sound]
'StratifiedReconfiguration.comb_reconfiguration' depends on axioms: [propext, Classical.choice, Quot.sound]
```

## Two observables, and the rest of the run

The same argument, not formalised here, applies to a second observable $h$ with means $n_k$ and $n$: stratification lowers the covariance of $\bar f$ and $\bar h$ by $\sum_k(m_k-m)(n_k-n)/N^2$, which may have either sign.

For diffusion Monte Carlo, the theorems give the noise added to an energy average by a single reconfiguration of a fixed, finite population. Passing from there to the error bar of a whole run also requires knowing how the chosen walkers move and are reweighted afterwards.
